# A Hermitian rate matrix gives nonnegative ground-state feeding from all pure excited states exactly when it is positive semidefinite

Take two excited levels that decay to one ground state with rates 3 and 1, in some unit of inverse time, and let the cross rate between the two decay channels be their arithmetic mean, 2. For real amplitudes $x$ and $y$ on the excited levels, the ground population changes at the rate

$$3x^2 + 2\cdot 2\,xy + y^2 .$$

In the normalised state with $x = 1/\sqrt5$ and $y = -2/\sqrt5$ this is $(3-8+4)/5 = -1/5$. The ground state is empty, and its population is about to become negative. The populations contribute $+7/5$, but the coherence contributes $-8/5$. For a Hermitian rate matrix and any finite number of excited levels, positive semidefiniteness is exactly the condition that excludes this for every pure excited state.

```lean
import Mathlib

open Matrix
open scoped ComplexOrder

namespace VSystemDecay

noncomputable section

variable {n : Type*} [Fintype n] [DecidableEq n]
```

The excited levels are labelled by a finite type `n`. Opening `ComplexOrder` gives $0 \le z$ a meaning for complex $z$: the number is real and nonnegative.

```lean
/-- The jump operator `|g⟩⟨i|` from the excited level `i` to the ground state `g`,
which is the index `none`. -/
def lower (i : n) : Matrix (Option n) (Option n) ℂ := Matrix.single none (some i) 1
```

`Option n` is `n` with one extra element, `none`, which labels the ground state $g$; the excited level $i$ becomes `some i`. The matrix `lower i` has a single entry 1, in row $g$ and column $i$, so it is $A_i = |g\rangle\langle i|$.

```lean
/-- The dissipator `∑ G_ij (A_i ρ A_j† - (1/2) {A_j† A_i, ρ})` with rate matrix `G`. -/
def dissipator (G : Matrix n n ℂ) (ρ : Matrix (Option n) (Option n) ℂ) :
    Matrix (Option n) (Option n) ℂ :=
  ∑ i, ∑ j, G i j • (lower i * ρ * (lower j)ᴴ -
    (1 / 2 : ℂ) • ((lower j)ᴴ * lower i * ρ + ρ * ((lower j)ᴴ * lower i)))
```

With `ᴴ` for the adjoint and `•` for multiplication by a scalar, this is

$$D(\rho)=\sum_{ij} G_{ij}\Big(A_i\rho A_j^\dagger-\tfrac12\{A_j^\dagger A_i,\rho\}\Big).$$

The model contains downward jumps only, with no Hamiltonian and no thermal excitation. The matrix $G$ is given and not derived from a bath.

```lean
/-- The rate of change of the ground population caused by the dissipator. -/
def groundRate (G : Matrix n n ℂ) (ρ : Matrix (Option n) (Option n) ℂ) : ℝ :=
  (dissipator G ρ none none).re
```

The ground population rate is the real part of $D(\rho)_{gg}$. For Hermitian $G$ and $\rho$ this entry is real anyway.

```lean
/-- The matrix `|ψ⟩⟨ψ|` of the vector `ψ` with excited amplitudes `c` and no ground amplitude. -/
def excitedState (c : n → ℂ) : Matrix (Option n) (Option n) ℂ :=
  vecMulVec (fun o => Option.elim o 0 c) (star (fun o => Option.elim o 0 c))
```

The state vector has amplitude 0 on $g$ and $c_i$ on level $i$. Its matrix has excited entries $\rho_{ij}=c_i c_j^*$. Normalisation is not built in; the theorems ask for it where they need it.

```lean
/-- The dissipator conserves the total population. -/
theorem trace_dissipator (G : Matrix n n ℂ) (ρ : Matrix (Option n) (Option n) ℂ) :
    (dissipator G ρ).trace = 0 := by
  simp only [dissipator, trace_sum, trace_smul, trace_sub, trace_add]
  refine Finset.sum_eq_zero fun i _ => Finset.sum_eq_zero fun j _ => ?_
  have h1 : (lower i * ρ * (lower j)ᴴ).trace = ((lower j)ᴴ * lower i * ρ).trace := by
    rw [trace_mul_comm, Matrix.mul_assoc]
  rw [h1, trace_mul_comm ρ]
  simp only [smul_eq_mul]
  ring
```

By cyclicity of the trace,

$$\operatorname{tr}(A_i\rho A_j^\dagger)=\operatorname{tr}(A_j^\dagger A_i\rho)=\operatorname{tr}(\rho A_j^\dagger A_i),$$

so each term of the sum has trace $1-\tfrac12-\tfrac12=0$ times a common factor. The proof does the same term by term, for any $G$. A negative ground rate therefore means that the total excited population grows.

```lean
/-- The ground population is fed by the excited populations and coherences,
weighted with the rate matrix. -/
theorem dissipator_ground (G : Matrix n n ℂ) (ρ : Matrix (Option n) (Option n) ℂ) :
    dissipator G ρ none none = ∑ i, ∑ j, G i j * ρ (some i) (some j) := by
  have hl : ∀ j : n, (lower j)ᴴ = Matrix.single (some j) none 1 := by
    intro j
    ext a b
    rw [lower, conjTranspose_apply, single_apply, single_apply]
    split_ifs <;> simp_all
  simp only [dissipator, Matrix.sum_apply, Matrix.smul_apply, Matrix.sub_apply,
    Matrix.add_apply]
  refine Finset.sum_congr rfl fun i _ => Finset.sum_congr rfl fun j _ => ?_
  -- the jump term gives `ρ_ij`, the anticommutator adds nothing to the ground population
  have h1 : (lower i * ρ * (lower j)ᴴ) none none = ρ (some i) (some j) := by
    rw [hl]
    simp [lower, Matrix.mul_apply, single_apply]
  have h2 : ((lower j)ᴴ * lower i * ρ) none none = 0 := by
    rw [hl]
    simp [lower, Matrix.mul_apply]
  have h3 : (ρ * ((lower j)ᴴ * lower i)) none none = 0 := by
    rw [hl]
    simp [lower, Matrix.mul_apply]
  rw [h1, h2, h3]
  simp
```

The jump term is $A_i\rho A_j^\dagger=\rho_{ij}\,|g\rangle\langle g|$. In the anticommutator, $A_j^\dagger A_i=|j\rangle\langle i|$ has only zeros in the row and the column of $g$, so the anticommutator adds nothing to the ground entry. Hence

$$D(\rho)_{gg}=\sum_{ij}G_{ij}\rho_{ij}.$$

In the proof, `h1` is the jump term, and `h2` and `h3` are the two halves of the anticommutator.

```lean
/-- For a pure excited state the feeding of the ground state is the quadratic form of the
rate matrix at the conjugate amplitudes. -/
theorem dissipator_excitedState (G : Matrix n n ℂ) (c : n → ℂ) :
    dissipator G (excitedState c) none none = c ⬝ᵥ G *ᵥ star c := by
  rw [dissipator_ground]
  simp only [dotProduct, mulVec, Finset.mul_sum]
  refine Finset.sum_congr rfl fun i _ => Finset.sum_congr rfl fun j _ => ?_
  change G i j * (c i * star (c j)) = c i * (G i j * star (c j))
  ring
```

Inserting $\rho_{ij}=c_ic_j^*$ gives

$$D(\rho)_{gg}=\sum_{ij}c_i\,G_{ij}\,c_j^* .$$

In Lean, `⬝ᵥ` is the dot product without conjugation, `*ᵥ` applies a matrix to a vector, and `star c` is the conjugate vector. With $v=c^*$ the right-hand side is the usual form $v^\dagger Gv$.

```lean
/-- A positive semidefinite rate matrix never drains the ground state when only excited
levels are occupied, whatever the norm of the state vector. -/
theorem groundRate_nonneg {G : Matrix n n ℂ} (h : G.PosSemidef) (c : n → ℂ) :
    0 ≤ groundRate G (excitedState c) := by
  have h' := h.dotProduct_mulVec_nonneg (star c)
  rw [star_star] at h'
  rw [groundRate, dissipator_excitedState]
  exact (Complex.le_def.mp h').1
```

`PosSemidef` means that $G$ is Hermitian and $v^\dagger Gv\ge0$ for all $v$. Setting $v=c^*$ gives a nonnegative rate for every $c$, normalised or not.

```lean
/-- For a Hermitian rate matrix, the ground population rate is nonnegative in every normalised
pure excited state if and only if the rate matrix is positive semidefinite. -/
theorem groundRate_nonneg_iff_posSemidef {G : Matrix n n ℂ} (hG : G.IsHermitian) :
    (∀ c : n → ℂ, ∑ i, ‖c i‖ ^ 2 = 1 → 0 ≤ groundRate G (excitedState c)) ↔
      G.PosSemidef := by
  refine ⟨fun h => PosSemidef.of_dotProduct_mulVec_nonneg hG fun x => ?_,
    fun h c _ => groundRate_nonneg h c⟩
  -- the quadratic form of a Hermitian matrix is real
  have hs : star (star x ⬝ᵥ G *ᵥ x) = star x ⬝ᵥ G *ᵥ x := by
    simp only [dotProduct, mulVec, Finset.mul_sum, star_sum, star_mul', Pi.star_apply,
      star_star]
    rw [Finset.sum_comm]
    refine Finset.sum_congr rfl fun a _ => Finset.sum_congr rfl fun b _ => ?_
    rw [hG.apply a b]
    ring
  have him : (star x ⬝ᵥ G *ᵥ x).im = 0 := Complex.conj_eq_iff_im.mp hs
  refine Complex.le_def.mpr ⟨?_, him.symm⟩
  change 0 ≤ (star x ⬝ᵥ G *ᵥ x).re
  by_cases hx : x = 0
  · simp [hx]
  -- rescale the conjugate vector to unit norm
  have hN : 0 < ∑ i, ‖x i‖ ^ 2 := by
    obtain ⟨k, hk⟩ := Function.ne_iff.mp hx
    have hk' : 0 < ‖x k‖ := norm_pos_iff.mpr hk
    exact Finset.sum_pos' (fun i _ => by positivity) ⟨k, Finset.mem_univ k, by positivity⟩
  obtain ⟨r, hr, hr2⟩ : ∃ r : ℝ, 0 < r ∧ r ^ 2 * ∑ i, ‖x i‖ ^ 2 = 1 := by
    refine ⟨(Real.sqrt (∑ i, ‖x i‖ ^ 2))⁻¹, inv_pos.mpr (Real.sqrt_pos.mpr hN), ?_⟩
    rw [inv_pow, Real.sq_sqrt hN.le, inv_mul_cancel₀ hN.ne']
  have hc := h ((r : ℂ) • star x) (by
    rw [← hr2, Finset.mul_sum]
    refine Finset.sum_congr rfl fun i _ => ?_
    rw [Pi.smul_apply, Pi.star_apply, smul_eq_mul, norm_mul, norm_star, Complex.norm_real,
      mul_pow, Real.norm_eq_abs, sq_abs])
  have hst : star ((r : ℂ) • star x) = (r : ℂ) • x := by
    ext i
    simp
  rw [groundRate, dissipator_excitedState, hst, mulVec_smul, smul_dotProduct,
    dotProduct_smul, smul_eq_mul, smul_eq_mul, Complex.re_ofReal_mul,
    Complex.re_ofReal_mul] at hc
  by_contra hneg
  exact absurd hc (not_le_of_gt
    (mul_neg_of_pos_of_neg hr (mul_neg_of_pos_of_neg hr (not_le.mp hneg))))
```

This is the equivalence. The hypothesis `hG` says that $G$ is Hermitian, which physically ensures that the dissipator keeps a Hermitian $\rho$ Hermitian.

One direction is the previous theorem. For the other, assume that the rate is nonnegative in all normalised states, and take any vector $v$, called `x` in the code.

1. Hermiticity gives $(v^\dagger Gv)^*=v^\dagger Gv$, so the form is real. These are `hs` and `him`.
2. If $v=0$, the form is zero.
3. Otherwise put $r=\big(\sum_i|v_i|^2\big)^{-1/2}$ and $c=r\,v^*$. This state is normalised, and its rate is $r^2\,v^\dagger Gv\ge0$.
4. Since $r>0$, it follows that $v^\dagger Gv\ge0$.

The theorem concerns the rate at one instant, in pure states without ground amplitude; it makes no statement about later times or complete positivity.

```lean
/-- The Redfield rate matrix of a V system: the cross rate is the arithmetic mean of the
two decay rates `a` and `b`. -/
def redfield (a b : ℝ) : Matrix (Fin 2) (Fin 2) ℂ :=
  !![(a : ℂ), ((a : ℂ) + b) / 2; ((a : ℂ) + b) / 2, (b : ℂ)]
```

The V system has two excited levels, and `Fin 2` labels them 0 and 1. The arithmetic mean stands for a bath that is sampled at both transition frequencies, with equal couplings and with the bath-induced energy shifts left out. It is put in by definition. For unequal rates the Redfield equation also contains a bath-induced coherent coupling between the two excited levels; that term is omitted here, and it does not enter the ground population rate.

```lean
/-- For real amplitudes `x` and `y` the Redfield ground population rate factorises. -/
theorem redfield_rate (a b x y : ℝ) :
    groundRate (redfield a b) (excitedState ![(x : ℂ), (y : ℂ)]) =
      (x + y) * (a * x + b * y) := by
  have h : ![(x : ℂ), (y : ℂ)] ⬝ᵥ redfield a b *ᵥ star ![(x : ℂ), (y : ℂ)] =
      (((x + y) * (a * x + b * y) : ℝ) : ℂ) := by
    simp [redfield, dotProduct, mulVec, Fin.sum_univ_succ]
    ring
  rw [groundRate, dissipator_excitedState, h, Complex.ofReal_re]
```

For real amplitudes,

$$ax^2+(a+b)xy+by^2=(x+y)(ax+by).$$

When $a\neq b$, the two factors vanish along different lines in the $(x,y)$ plane. The product changes sign across each line, so it is negative in two of the four sectors that the lines bound.

```lean
/-- If the two decay rates differ, the Redfield rate matrix gives some normalised pure excited
state a negative ground population rate. -/
theorem redfield_violates {a b : ℝ} (hab : a ≠ b) :
    ∃ c : Fin 2 → ℂ, ∑ i, ‖c i‖ ^ 2 = 1 ∧
      groundRate (redfield a b) (excitedState c) < 0 := by
  by_contra hno
  have hH : (redfield a b).IsHermitian := by
    ext i j
    fin_cases i <;> fin_cases j <;> simp [redfield]
  have hP := (groundRate_nonneg_iff_posSemidef hH).mp fun c hc =>
    not_lt.mp fun hlt => hno ⟨c, hc, hlt⟩
  -- these amplitudes give the rate -(a - b)²
  have h := groundRate_nonneg hP ![((b + 1 : ℝ) : ℂ), ((-(a + 1) : ℝ) : ℂ)]
  rw [redfield_rate] at h
  have hpos : 0 < (a - b) ^ 2 := sq_pos_of_ne_zero (sub_ne_zero.mpr hab)
  nlinarith
```

Choose $x=b+1$ and $y=-(a+1)$. Then $x+y=-(a-b)$ and $ax+by=a-b$, so the rate is $-(a-b)^2<0$. This vector is nonzero because $a\ne b$, and normalising it gives the rate

$$-\frac{(a-b)^2}{(a+1)^2+(b+1)^2}.$$

For $a=3$ and $b=1$ this is the $-1/5$ of the opening example.

The proof reaches the normalised state indirectly. If no such state had a negative rate, the equivalence would make the matrix positive semidefinite, and `groundRate_nonneg` would then contradict the value $-(a-b)^2$ for the unnormalised vector. In a simulation of this downward-only V system with unequal rates, a negative ground population can thus come from the equation itself and not from the integrator.

```lean
/-- A diagonal rate matrix gives a nonnegative ground population rate in every normalised pure
excited state if and only if all its decay rates are nonnegative. -/
theorem diagonal_nonneg_iff (γ : n → ℝ) :
    (∀ c : n → ℂ, ∑ i, ‖c i‖ ^ 2 = 1 →
      0 ≤ groundRate (diagonal fun i => (γ i : ℂ)) (excitedState c)) ↔ ∀ i, 0 ≤ γ i := by
  have hH : (diagonal fun i => (γ i : ℂ)).IsHermitian := by
    rw [IsHermitian, diagonal_conjTranspose]
    congr 1
    funext i
    exact Complex.conj_ofReal _
  rw [groundRate_nonneg_iff_posSemidef hH, posSemidef_diagonal_iff]
  simp
```

Without cross rates, the ground rate is $\sum_i\gamma_i|c_i|^2$. It is nonnegative in all normalised states exactly when every $\gamma_i\ge0$, as one sees by putting all the population in one level. The proof uses the equivalence together with Mathlib's criterion for diagonal matrices.

```lean
/-- For the rate matrix `G_ij = g_i conj(g_j)` the ground population rate in the pure excited state
with amplitudes `c` is the squared modulus of `∑ g_i c_i`. -/
theorem collective_rate (g c : n → ℂ) :
    groundRate (vecMulVec g (star g)) (excitedState c) = ‖∑ i, g i * c i‖ ^ 2 := by
  have h : c ⬝ᵥ vecMulVec g (star g) *ᵥ star c =
      (∑ i, g i * c i) * star (∑ i, g i * c i) := by
    simp only [dotProduct, mulVec, vecMulVec_apply, Finset.mul_sum, star_sum,
      Finset.sum_mul, star_mul', Pi.star_apply]
    rw [Finset.sum_comm]
    refine Finset.sum_congr rfl fun i _ => Finset.sum_congr rfl fun j _ => ?_
    ring
  rw [groundRate, dissipator_excitedState, h, Complex.star_def, Complex.mul_conj,
    Complex.ofReal_re, Complex.normSq_eq_norm_sq]

end

end VSystemDecay
```

Cross rates need not vanish. If each level has a complex decay amplitude $g_i$ (a number, unrelated to the ground-state label $g$) and $G_{ij}=g_ig_j^*$, then

$$\sum_{ij}g_ig_j^*c_ic_j^*=\Big|\sum_i g_ic_i\Big|^2\ge0 .$$

Here $|G_{ij}|=\sqrt{G_{ii}G_{jj}}$, the geometric mean of the two rates. For rates 3 and 1 that is $\sqrt3$ instead of 2, and destructive interference can then bring the feeding down to zero but not below.

```lean
#print axioms VSystemDecay.groundRate_nonneg_iff_posSemidef
#print axioms VSystemDecay.redfield_violates
#print axioms VSystemDecay.diagonal_nonneg_iff
#print axioms VSystemDecay.collective_rate
```

```
'VSystemDecay.groundRate_nonneg_iff_posSemidef' depends on axioms: [propext, Classical.choice, Quot.sound]
'VSystemDecay.redfield_violates' depends on axioms: [propext, Classical.choice, Quot.sound]
'VSystemDecay.diagonal_nonneg_iff' depends on axioms: [propext, Classical.choice, Quot.sound]
'VSystemDecay.collective_rate' depends on axioms: [propext, Classical.choice, Quot.sound]
```
